# For a uniform gas in exchange-only LSDA at fixed density, the splitting per moment grows with the moment

Take a uniform electron gas of density n, treated in exchange-only LSDA, and polarize it fully. In Hartree atomic units, with (3n/π)^(1/3) as the unit of energy, the exchange splitting is 2^(1/3) ≈ 1.26, while the slope at zero moment predicts 2/3. Measure each spin density in units of n/2, and let a and b be the cube roots of the majority and minority values. Polarizing has moved (a, b) from (1, 1) to (2^(1/3), 0). Their cubes still sum to 2, but a² + ab + b² has dropped from 3 to 2^(2/3), and the splitting per moment is inversely proportional to that form.

## The cube-root potential

A spin channel of density ρ is assigned the uniform-gas exchange potential, in Hartree atomic units:

v(ρ) = −(6ρ/π)^(1/3)

The formula is the derivative of the exchange-only LSDA energy with respect to the spin density, and is taken as given here. Correlation, band structure and spatial variation of the density are left out. A potential linear in ρ would make the splitting per moment constant.

```lean
import Mathlib

open Filter Topology Set

namespace MomentDependentExchangeSplitting

noncomputable section

/-- LSDA exchange potential of a spin channel with density `ρ ≥ 0`, in atomic units. -/
def exchangePotential (ρ : ℝ) : ℝ := -(6 * ρ / Real.pi) ^ (1 / 3 : ℝ)
```

Let m be the moment per volume in Bohr magnetons, so that the spin densities are (n ± m)/2. The splitting Δ is the potential of the (n − m)/2 channel minus that of the (n + m)/2 channel, which is minority minus majority when m > 0. The Stoner parameter I is its derivative in m at m = 0, with n held fixed.

```lean
/-- Exchange splitting: the potential of the `(n - m) / 2` channel minus that of the `(n + m) / 2`
channel (minority minus majority when `m > 0`), at total density `n` and moment `m`, for `|m| ≤ n`.
-/
def exchangeSplitting (n m : ℝ) : ℝ :=
  exchangePotential ((n - m) / 2) - exchangePotential ((n + m) / 2)

/-- The Stoner parameter from small-moment response: the derivative of the exchange splitting
with respect to the moment at zero moment, for density `n > 0`. -/
def stonerParameter (n : ℝ) : ℝ := deriv (exchangeSplitting n) 0
```

With polarization z = m/n, the remaining shape function is f(z) = (1+z)^(1/3) − (1−z)^(1/3).

```lean
/-- Dependence of the exchange splitting on the polarization `z`, for `|z| ≤ 1`. -/
def spinFactor (z : ℝ) : ℝ := (1 + z) ^ (1 / 3 : ℝ) - (1 - z) ^ (1 / 3 : ℝ)
```

## No negative spin density: |m| ≤ n

This condition keeps 1 + z and 1 − z nonnegative, so their cube roots a and b satisfy a³ = 1 + z and b³ = 1 − z. The next lemma supplies these identities. Beyond |z| = 1 one channel would have negative density, and the model loses its meaning.

```lean
/-- The cube of the real cube root of a nonnegative number is that number. -/
lemma cube_root_cube {x : ℝ} (hx : 0 ≤ x) : (x ^ (1 / 3 : ℝ)) ^ 3 = x := by
  rw [← Real.rpow_natCast, ← Real.rpow_mul hx]
  norm_num
```

## Fixed density: a³ + b³ = 2

Let p and q be the cube roots at a larger polarization, so p > a ≥ b > q. Write s = a + b and t = p + q. Expanding gives

s³ + 3s(a − b)² = 4(a³ + b³) = 8,

and likewise for t. Since p − q > a − b ≥ 0, t ≥ s would push the second left side above 8; hence t < s. Also t³ = 2 + 3pqt ≥ 2, so s > t > 1. Eliminating the difference of the roots gives

a² + ab + b² = (2/3)(s² + 1/s).

Subtracting the same expression in t leaves

(2/3)(s − t)(s + t − 1/(st)) > 0.

In Lean, `hst` is the contradiction argument and `key` is the last identity with denominators cleared. Without p³ + q³ = 2 the conclusion can fail: going from (1, 1) to (2, 0) raises the form from 3 to 4.

```lean
/-- At fixed total density, `a³ + b³ = p³ + q³ = 2`, moving the cube roots of the spin densities
further apart lowers the quadratic form `a² + ab + b²`. -/
lemma quadratic_form_decreases {a b p q : ℝ} (hb : 0 ≤ b) (hq : 0 ≤ q) (hba : b ≤ a)
    (hap : a < p) (hqb : q < b) (h1 : a ^ 3 + b ^ 3 = 2) (h2 : p ^ 3 + q ^ 3 = 2) :
    p ^ 2 + p * q + q ^ 2 < a ^ 2 + a * b + b ^ 2 := by
  have hp : 0 < p := by linarith
  have ht : 0 < p + q := by linarith
  have hs : 0 < a + b := by linarith
  -- the difference of the roots grows, so their sum must fall
  have hst : p + q < a + b := by
    by_contra h
    have h' : a + b ≤ p + q := not_lt.mp h
    have hc : (a + b) ^ 3 ≤ (p + q) ^ 3 := pow_le_pow_left₀ hs.le h' 3
    have hd : (a - b) ^ 2 < (p - q) ^ 2 := by nlinarith
    have e1 : (a + b) * (a - b) ^ 2 ≤ (p + q) * (a - b) ^ 2 :=
      mul_le_mul_of_nonneg_right h' (sq_nonneg _)
    have e2 : (p + q) * (a - b) ^ 2 < (p + q) * (p - q) ^ 2 :=
      mul_lt_mul_of_pos_left hd ht
    have i1 : (a + b) ^ 3 + 3 * ((a + b) * (a - b) ^ 2) = 8 := by
      linear_combination 4 * h1
    have i2 : (p + q) ^ 3 + 3 * ((p + q) * (p - q) ^ 2) = 8 := by
      linear_combination 4 * h2
    linarith
  have ht1 : 1 < p + q := by
    by_contra h
    have hc : (p + q) ^ 3 ≤ 1 := pow_le_one₀ ht.le (not_lt.mp h)
    have hn : 0 ≤ p * q * (p + q) := by positivity
    nlinarith
  have hs1 : 1 < a + b := by linarith
  have hprod : 1 < (a + b) * (p + q) := by nlinarith
  have hbig : 0 < (a + b) * (p + q) * ((a + b) + (p + q)) - 1 := by nlinarith
  -- with the cubes summing to 2, the quadratic form depends on the sum of the roots alone
  have key : 3 * ((a + b) * (p + q)) *
      ((a ^ 2 + a * b + b ^ 2) - (p ^ 2 + p * q + q ^ 2)) =
      2 * (((a + b) - (p + q)) * ((a + b) * (p + q) * ((a + b) + (p + q)) - 1)) := by
    linear_combination (p + q) * h1 - (a + b) * h2
  have hpos : 0 < 3 * ((a + b) * (p + q)) *
      ((a ^ 2 + a * b + b ^ 2) - (p ^ 2 + p * q + q ^ 2)) := by
    rw [key]
    exact mul_pos two_pos (mul_pos (sub_pos.mpr hst) hbig)
  have h3 : 0 < 3 * ((a + b) * (p + q)) := by positivity
  exact sub_pos.mp ((mul_pos_iff_of_pos_left h3).1 hpos)
```

## A positive moment: 0 < z

Dividing by z is legitimate here, and a³ − b³ = 2z factors to give

f(z)/z = 2/(a² + ab + b²).

```lean
/-- For `0 < z ≤ 1` the splitting factor per polarization is `2 / (a² + ab + b²)`, where `a` and
`b` are the cube roots of `1 + z` and `1 - z`. -/
theorem spinFactor_div_eq {z : ℝ} (h0 : 0 < z) (h1 : z ≤ 1) :
    spinFactor z / z = 2 / (((1 + z) ^ (1 / 3 : ℝ)) ^ 2 +
      (1 + z) ^ (1 / 3 : ℝ) * (1 - z) ^ (1 / 3 : ℝ) + ((1 - z) ^ (1 / 3 : ℝ)) ^ 2) := by
  have ha : 0 < (1 + z) ^ (1 / 3 : ℝ) := Real.rpow_pos_of_pos (by linarith) _
  have hb : 0 ≤ (1 - z) ^ (1 / 3 : ℝ) := Real.rpow_nonneg (by linarith) _
  have ca := cube_root_cube (x := 1 + z) (by linarith)
  have cb := cube_root_cube (x := 1 - z) (by linarith)
  unfold spinFactor
  rw [div_eq_div_iff h0.ne' (by positivity)]
  linear_combination ca - cb
```

The denominator falls as z grows, so the ratio rises strictly on `Ioc 0 1`, the interval 0 < z ≤ 1. Positivity matters for the direction: the ratio is even in z, so it decreases on the negative side.

```lean
/-- The splitting factor per polarization is strictly increasing for `0 < z ≤ 1`. -/
theorem spinFactor_div_strictMonoOn :
    StrictMonoOn (fun z => spinFactor z / z) (Ioc 0 1) := by
  intro x hx y hy hxy
  obtain ⟨hx0, hx1⟩ := hx
  obtain ⟨hy0, hy1⟩ := hy
  change spinFactor x / x < spinFactor y / y
  rw [spinFactor_div_eq hx0 hx1, spinFactor_div_eq hy0 hy1]
  have hp : 0 < (1 + y) ^ (1 / 3 : ℝ) := Real.rpow_pos_of_pos (by linarith) _
  have hq : 0 ≤ (1 - y) ^ (1 / 3 : ℝ) := Real.rpow_nonneg (by linarith) _
  apply div_lt_div_of_pos_left two_pos (by positivity)
  apply quadratic_form_decreases (Real.rpow_nonneg (by linarith) _) hq
  · exact Real.rpow_le_rpow (by linarith) (by linarith) (by norm_num)
  · exact Real.rpow_lt_rpow (by linarith) (by linarith) (by norm_num)
  · exact Real.rpow_lt_rpow (by linarith) (by linarith) (by norm_num)
  · rw [cube_root_cube (by linarith), cube_root_cube (by linarith)]; ring
  · rw [cube_root_cube (by linarith), cube_root_cube (by linarith)]; ring
```

At zero, f(0) = 0 and f′(0) = 1/3 + 1/3 = 2/3. The ratio is therefore a difference quotient with limit 2/3; `𝓝[≠] 0` means that z approaches zero from both sides without reaching it.

```lean
/-- The splitting factor has slope `2/3` at zero polarization. -/
theorem hasDerivAt_spinFactor : HasDerivAt spinFactor (2 / 3) 0 := by
  have h1 := ((hasDerivAt_id' (0 : ℝ)).const_add 1).rpow_const
    (p := (1 / 3 : ℝ)) (Or.inl (by norm_num))
  have h2 := ((hasDerivAt_id' (0 : ℝ)).const_sub 1).rpow_const
    (p := (1 / 3 : ℝ)) (Or.inl (by norm_num))
  exact (h1.fun_sub h2).congr_deriv (by norm_num)

/-- The splitting factor per polarization tends to `2/3` as the polarization tends to zero. -/
theorem tendsto_spinFactor_div :
    Tendsto (fun z => spinFactor z / z) (𝓝[≠] 0) (𝓝 (2 / 3)) := by
  refine (hasDerivAt_iff_tendsto_slope.1 hasDerivAt_spinFactor).congr (fun z => ?_)
  simp [slope_def_field, spinFactor]
```

At z = 1 the minority term vanishes.

```lean
/-- At full polarization the splitting factor is `2^(1/3)`. -/
theorem spinFactor_one : spinFactor 1 = 2 ^ (1 / 3 : ℝ) := by
  unfold spinFactor
  rw [sub_self, Real.zero_rpow (by norm_num), sub_zero, one_add_one_eq_two]
```

For a value in between, take z = 7/8. Then b = 1/2, a ≈ 1.233 and f ≈ 0.733, whereas the linear estimate (2/3)z is 0.583, about 20% too low.

## Positive density: n > 0

This makes z = m/n meaningful. Since 6·((n ± m)/2)/π = (3n/π)(1 ± z), the common factor comes out of both cube roots:

Δ = (3n/π)^(1/3) f(m/n)

```lean
/-- At density `n > 0` and moment `|m| ≤ n` the exchange splitting is `(3n/π)^(1/3)` times the
splitting factor at polarization `m/n`. -/
theorem exchangeSplitting_eq {n m : ℝ} (hn : 0 < n) (h1 : -n ≤ m) (h2 : m ≤ n) :
    exchangeSplitting n m = (3 * n / Real.pi) ^ (1 / 3 : ℝ) * spinFactor (m / n) := by
  have hpi := Real.pi_pos
  have hc : 0 ≤ 3 * n / Real.pi := by positivity
  have l1 : -1 ≤ m / n := by rw [le_div_iff₀ hn]; linarith
  have l2 : m / n ≤ 1 := by rw [div_le_iff₀ hn]; linarith
  have hm : n * (m / n) = m := mul_div_cancel₀ m hn.ne'
  have e1 : 6 * ((n - m) / 2) / Real.pi = 3 * n / Real.pi * (1 - m / n) := by
    linear_combination (3 / Real.pi) * hm
  have e2 : 6 * ((n + m) / 2) / Real.pi = 3 * n / Real.pi * (1 + m / n) := by
    linear_combination (-3 / Real.pi) * hm
  unfold exchangeSplitting exchangePotential spinFactor
  rw [e1, e2, Real.mul_rpow hc (by linarith), Real.mul_rpow hc (by linarith)]
  ring
```

Positive n also leaves room for small moments of either sign around m = 0, where this formula can be differentiated by the chain rule:

I = (2/3)(3n/π)^(1/3)/n

```lean
/-- For density `n > 0` the Stoner parameter is `(2/3) (3n/π)^(1/3) / n`. -/
theorem stonerParameter_eq {n : ℝ} (hn : 0 < n) :
    stonerParameter n = (3 * n / Real.pi) ^ (1 / 3 : ℝ) * (2 / 3 * (1 / n)) := by
  have hd := (hasDerivAt_id' (0 : ℝ)).div_const n
  have h := (HasDerivAt.comp_of_eq (0 : ℝ) hasDerivAt_spinFactor hd (by simp)).const_mul
    ((3 * n / Real.pi) ^ (1 / 3 : ℝ))
  refine (h.congr_of_eventuallyEq ?_).deriv
  filter_upwards [Icc_mem_nhds (neg_lt_zero.mpr hn) hn] with m hm
  exact exchangeSplitting_eq hn hm.1 hm.2
```

At fixed n, Δ/m is a positive constant times f(z)/z, so it inherits the monotonicity.

```lean
/-- At fixed density `n > 0` the exchange splitting per moment is strictly increasing in the
moment for `0 < m ≤ n`. -/
theorem splitting_per_moment_strictMonoOn {n : ℝ} (hn : 0 < n) :
    StrictMonoOn (fun m => exchangeSplitting n m / m) (Ioc 0 n) := by
  have key : ∀ m ∈ Ioc 0 n, exchangeSplitting n m / m =
      (3 * n / Real.pi) ^ (1 / 3 : ℝ) / n * (spinFactor (m / n) / (m / n)) := by
    intro m hm
    have hm0 : m ≠ 0 := hm.1.ne'
    have hn0 : n ≠ 0 := hn.ne'
    rw [exchangeSplitting_eq hn (by linarith [hm.1]) hm.2]
    generalize spinFactor (m / n) = s
    generalize (3 * n / Real.pi) ^ (1 / 3 : ℝ) = c
    field_simp
  intro x hx y hy hxy
  change exchangeSplitting n x / x < exchangeSplitting n y / y
  rw [key x hx, key y hy]
  have hpi := Real.pi_pos
  refine mul_lt_mul_of_pos_left (spinFactor_div_strictMonoOn
    ⟨div_pos hx.1 hn, (div_le_one hn).2 hx.2⟩ ⟨div_pos hy.1 hn, (div_le_one hn).2 hy.2⟩
    (div_lt_div_of_pos_right hxy hn)) (by positivity)
```

Dividing the two formulas gives Δ/(I·m) = (3/2) f(z)/z. For 0 < m ≤ n this exceeds 1 and is at most (3/2)·2^(1/3) ≈ 1.89. Lean gets the lower bound by comparing with a = b = 1, and the upper bound from monotonicity up to z = 1. At m = 0 both Δ and I·m vanish, so the strict inequality fails. For this uniform, exchange-only model, a Stoner parameter fitted at small moments thus underestimates the splitting at large ones.

```lean
/-- For `0 < m ≤ n` the Stoner estimate, parameter times moment, lies strictly below the exchange
splitting, which is at most `(3/2) 2^(1/3)` times the estimate. -/
theorem stoner_underestimates_splitting {n m : ℝ} (hm : 0 < m) (hmn : m ≤ n) :
    stonerParameter n * m < exchangeSplitting n m ∧
      exchangeSplitting n m ≤ 3 / 2 * 2 ^ (1 / 3 : ℝ) * (stonerParameter n * m) := by
  have hn : 0 < n := by linarith
  have hpi := Real.pi_pos
  have hc : 0 < (3 * n / Real.pi) ^ (1 / 3 : ℝ) := by positivity
  have hz : 0 < m / n := div_pos hm hn
  have hz1 : m / n ≤ 1 := (div_le_one hn).2 hmn
  rw [stonerParameter_eq hn, exchangeSplitting_eq hn (by linarith) hmn]
  constructor
  · -- compare with the unpolarized gas, where both cube roots are one
    have hq : 0 ≤ (1 - m / n) ^ (1 / 3 : ℝ) := Real.rpow_nonneg (by linarith) _
    have hp : 1 < (1 + m / n) ^ (1 / 3 : ℝ) :=
      Real.one_lt_rpow (by linarith) (by norm_num)
    have hQ := quadratic_form_decreases (a := 1) (b := 1) zero_le_one hq le_rfl hp
      (Real.rpow_lt_one (by linarith) (by linarith) (by norm_num)) (by norm_num)
      (by rw [cube_root_cube (by linarith), cube_root_cube (by linarith)]; ring)
    have hlow : 2 / 3 < spinFactor (m / n) / (m / n) := by
      rw [spinFactor_div_eq hz hz1]
      exact div_lt_div_of_pos_left two_pos (by positivity) (by linarith)
    have h := mul_lt_mul_of_pos_left ((lt_div_iff₀ hz).1 hlow) hc
    calc _ = (3 * n / Real.pi) ^ (1 / 3 : ℝ) * (2 / 3 * (m / n)) := by ring
      _ < _ := h
  · have hup : spinFactor (m / n) / (m / n) ≤ spinFactor 1 / 1 :=
      spinFactor_div_strictMonoOn.monotoneOn ⟨hz, hz1⟩ ⟨one_pos, le_rfl⟩ hz1
    rw [spinFactor_one, div_one, div_le_iff₀ hz] at hup
    calc _ ≤ (3 * n / Real.pi) ^ (1 / 3 : ℝ) * (2 ^ (1 / 3 : ℝ) * (m / n)) :=
          mul_le_mul_of_nonneg_left hup hc.le
      _ = _ := by ring
```

The upper bound is attained at full polarization, m = n.

```lean
/-- At full polarization, `m = n > 0`, the exchange splitting is exactly `(3/2) 2^(1/3)` times
the Stoner estimate. -/
theorem splitting_at_saturation {n : ℝ} (hn : 0 < n) :
    exchangeSplitting n n = 3 / 2 * 2 ^ (1 / 3 : ℝ) * (stonerParameter n * n) := by
  have h : 1 / n * n = 1 := one_div_mul_cancel hn.ne'
  rw [stonerParameter_eq hn, exchangeSplitting_eq hn (by linarith) le_rfl,
    div_self hn.ne', spinFactor_one]
  linear_combination (-(3 * n / Real.pi) ^ (1 / 3 : ℝ) * 2 ^ (1 / 3 : ℝ)) * h

end

end MomentDependentExchangeSplitting
```

```lean
#print axioms MomentDependentExchangeSplitting.tendsto_spinFactor_div
#print axioms MomentDependentExchangeSplitting.splitting_per_moment_strictMonoOn
#print axioms MomentDependentExchangeSplitting.stoner_underestimates_splitting
#print axioms MomentDependentExchangeSplitting.splitting_at_saturation
```

```
'MomentDependentExchangeSplitting.tendsto_spinFactor_div' depends on axioms: [propext, Classical.choice, Quot.sound]
'MomentDependentExchangeSplitting.splitting_per_moment_strictMonoOn' depends on axioms: [propext, Classical.choice, Quot.sound]
'MomentDependentExchangeSplitting.stoner_underestimates_splitting' depends on axioms: [propext, Classical.choice, Quot.sound]
'MomentDependentExchangeSplitting.splitting_at_saturation' depends on axioms: [propext, Classical.choice, Quot.sound]
```
